# Replacing the inner partial-wave weight by evaluation at equal radii: an error bound for Lipschitz functions

Let $r>0$, let $n$ be a natural number, and let $g$ be a real function that is Lipschitz with constant $K$ on $[0,r]$, that is, $|g(s)-g(s')|\le K|s-s'|$ for all $s,s'$ in $[0,r]$. Then

$$\left|(n+1)\int_0^r\left(\frac sr\right)^n g(s)\,ds-r\,g(r)\right|\le\frac{K r^2}{n+2}.$$

For large $n$ the weight $(s/r)^n$ therefore acts on such a function as $r/(n+1)$ times evaluation at $s=r$.

## Where the weight comes from

Two electrons at distances $r_1$ and $r_2$ from a nucleus, with angle $\theta$ between their position vectors, repel each other, in atomic units, through

$$\frac1{r_{12}}=\sum_{n=0}^\infty\frac{r_<^n}{r_>^{n+1}}P_n(\cos\theta),$$

where $r_<$ and $r_>$ are the smaller and the larger of the two distances and $P_n$ is the Legendre polynomial. Radial integrals for the $n$-th partial wave thus contain the weight $(r_</r_>)^n$. It equals 1 at $r_1=r_2$ and falls off faster on either side as $n$ grows, so high partial waves probe the pair function near equal radii.

Fix one electron at radius $r$ and let the other have radius $s\le r$. In this inner region $r_</r_>=s/r$. All other radial factors, such as orbitals and volume elements, go into $g(s)$.

The constant $K$ limits the slope of $g$. A kink with finite slopes, like that of $|r-s|$, is allowed; a function that diverges at $s=r$ is not.

The estimate is useful for large $n$ when $g$ stays fixed, or at least when $K$ does not grow with $n$. In the partial-wave expansion of the correlation energy the radial pair functions themselves change with $n$, so the estimate alone gives no convergence rate for that energy.

## The statements in Lean

The integral is `innerWave n r g`, with `n : ℕ` and `g : ℝ → ℝ`. The constant has type `NNReal`, so it is a non-negative real number. The hypothesis `LipschitzOnWith K g (Icc 0 r)` restricts $g$ on $[0,r]$ only. The bound is `abs_innerWave_sub_le`, and three further results accompany it:

- `error_linear` says that $g(s)=Ks$ satisfies the hypothesis and attains the bound for every $n$, so the constant is the best possible.
- `tendsto_innerWave` says that, for a fixed $g$, $n+1$ times the integral tends to $r\,g(r)$.
- `abs_pair_integral_sub_le` treats a pair function $F(r,s)$ and an outer radius $R\ge0$:

$$\left|(n+1)\int_0^R\!\int_0^r\left(\frac sr\right)^nF(r,s)\,ds\,dr-\int_0^R rF(r,r)\,dr\right|\le\frac{KR^3}{3(n+2)}.$$

In the last result $F(r,s)$ must be Lipschitz in $s$ on $[0,r]$, with one constant $K$ that serves for all $r$ in $[0,R]$. The hypothesis `Continuous (Function.uncurry F)` asks for joint continuity on the whole plane. A continuous function given only for non-negative radii can be extended as $F(|r|,|s|)$.

The region $s>r$ and infinite $R$ are not treated, nor are the angular integrals. Equal radii are also a weaker condition than coalescence of the electrons, which requires $\theta=0$ as well.

## Derivation

**Mass of the weight.** Direct integration gives

$$\int_0^r\left(\frac sr\right)^n ds=\frac1{r^n}\,\frac{r^{n+1}}{n+1}=\frac r{n+1}.$$

**Distance from equal radii.** Since $s=r\,(s/r)$,

$$\left(\frac sr\right)^n(r-s)=r\left(\frac sr\right)^n-r\left(\frac sr\right)^{n+1}.$$

Applying the first formula to both terms gives

$$\int_0^r\left(\frac sr\right)^n(r-s)\,ds=\frac{r^2}{n+1}-\frac{r^2}{n+2}=\frac{r^2}{(n+1)(n+2)}.$$

Divided by the mass $r/(n+1)$, this is a normalised mean distance of $r/(n+2)$.

**The bound.** Subtract $g(r)$ under the integral and use $|g(s)-g(r)|\le K(r-s)$:

$$\left|\int_0^r\left(\frac sr\right)^n g(s)\,ds-\frac{r\,g(r)}{n+1}\right|\le K\int_0^r\left(\frac sr\right)^n(r-s)\,ds=\frac{Kr^2}{(n+1)(n+2)}.$$

Multiplication by $n+1$ gives the result. Its right-hand side tends to zero as $n$ grows, which gives the limit.

**The linear function.** For $g(s)=Ks$ the integrand is $Kr(s/r)^{n+1}$, so

$$(n+1)\,Kr\,\frac r{n+2}-Kr^2=-\frac{Kr^2}{n+2}.$$

**The pair function.** The substitution $s=rt$ gives

$$\int_0^r\left(\frac sr\right)^nF(r,s)\,ds=r\int_0^1t^nF(r,rt)\,dt.$$

The right-hand side is continuous in $r$, because its integrand is jointly continuous in $r$ and $t$ and the range of $t$ is fixed. The outer integral therefore exists. Apply the bound at each $r$ in $(0,R]$ to $g(s)=F(r,s)$ and integrate:

$$\int_0^R\frac{Kr^2}{n+2}\,dr=\frac{KR^3}{3(n+2)}.$$

## The case $n=0$

Here the weight is 1 and the bound reads

$$\left|\int_0^rg(s)\,ds-r\,g(r)\right|\le\frac{Kr^2}2.$$

This is the error bound of the one-panel rectangle rule that uses the right endpoint. For $g(s)=Ks$ with $K>0$, the rule gives $Kr^2$ where the integral is $Kr^2/2$.

## On a radial grid

An atomic-structure program that works on a radial grid can compute two-electron integrals from the multipole potential of a radial density $\rho$, the product of two radial orbitals including the volume factor. The part due to charge inside $r$ is

$$\frac1r\int_0^r\left(\frac sr\right)^n\rho(s)\,ds\approx\frac{\rho(r)}{n+1},$$

with an error of at most $Kr/((n+1)(n+2))$ if $\rho$ has Lipschitz constant $K$ on $[0,r]$. For a smooth test density that is kept fixed as $n$ grows, this gives a simple check on the quadrature. It should not be used as an approximation for the orbital products of an actual calculation. There the angular integrals vanish unless $n\le\ell+\ell'$, where $\ell$ and $\ell'$ are the angular momenta of the two orbitals, so $\rho$ changes with $n$ and $K$ can grow. For example, $\rho(s)\propto s^{n+2}$, the behaviour near the nucleus for $n=\ell+\ell'$, gives exactly $\rho(r)/(2n+3)$, which is less than half of $\rho(r)/(n+1)$ for every $n$.

The check can expose a grid that is too coarse. The weight drops appreciably over a distance of about $r/n$ below $s=r$. If the spacing $h$ is much larger than that, and $\rho(r)$ is not small compared with the values of $\rho$ at the other nodes, the trapezoidal rule sees almost only its last node and returns about $h\rho(r)/2$ for the integral, where the correct leading value is $r\rho(r)/(n+1)$.

## The Lean file

```lean
import Mathlib

open MeasureTheory Set Filter

namespace PartialWaveCoalescence

noncomputable section

/-- The radial integral of `g` with the partial-wave weight `(r</r>)^n` over the inner region
`0 ≤ s ≤ r`, where `r</r> = s/r`; this reading applies for `r > 0`. -/
def innerWave (n : ℕ) (r : ℝ) (g : ℝ → ℝ) : ℝ :=
  ∫ s in (0 : ℝ)..r, (s / r) ^ n * g s

/-- For `r > 0` the weight `(s/r)^n` has total mass `r/(n+1)` on `[0,r]`. -/
theorem integral_weight (n : ℕ) {r : ℝ} (hr : 0 < r) :
    ∫ s in (0 : ℝ)..r, (s / r) ^ n = r / (n + 1) := by
  have hr0 : r ≠ 0 := hr.ne'
  have hn : (n : ℝ) + 1 ≠ 0 := by positivity
  simp only [div_pow, intervalIntegral.integral_div, integral_pow]
  rw [zero_pow (Nat.succ_ne_zero n), sub_zero, pow_succ]
  field_simp

/-- For `r > 0` the integral over `[0,r]` of the distance `r - s` from equal radii, with weight
`(s/r)^n`, is `r^2/((n+1)(n+2))`. -/
theorem integral_weight_mul_distance (n : ℕ) {r : ℝ} (hr : 0 < r) :
    ∫ s in (0 : ℝ)..r, (s / r) ^ n * (r - s) = r ^ 2 / ((n + 1) * (n + 2)) := by
  have hr0 : r ≠ 0 := hr.ne'
  have hn1 : (n : ℝ) + 1 ≠ 0 := by positivity
  have hn2 : (n : ℝ) + 2 ≠ 0 := by positivity
  have hn3 : (n : ℝ) + 1 + 1 ≠ 0 := by positivity
  -- the distance factor is a difference of two neighbouring weights
  have h : ∀ s : ℝ, (s / r) ^ n * (r - s) = r * (s / r) ^ n - r * (s / r) ^ (n + 1) := by
    intro s
    have hs : r * (s / r) = s := by field_simp
    rw [pow_succ]
    linear_combination (s / r) ^ n * hs
  have hi : ∀ m : ℕ, IntervalIntegrable (fun s : ℝ => r * (s / r) ^ m) volume 0 r := fun m =>
    (continuous_const.mul ((continuous_id.div_const r).pow m)).intervalIntegrable _ _
  simp only [h]
  rw [intervalIntegral.integral_sub (hi n) (hi (n + 1)), intervalIntegral.integral_const_mul,
    intervalIntegral.integral_const_mul, integral_weight n hr, integral_weight (n + 1) hr]
  push_cast
  field_simp
  ring

/-- For `r > 0` and `g` Lipschitz with constant `K` on `[0,r]`, the weight `(s/r)^n` multiplied by
`n+1` acts as `r` times evaluation at `s = r`, with an error of at most `K r^2/(n+2)`. -/
theorem abs_innerWave_sub_le (n : ℕ) {r : ℝ} (hr : 0 < r) {K : NNReal} {g : ℝ → ℝ}
    (hg : LipschitzOnWith K g (Icc 0 r)) :
    |(n + 1) * innerWave n r g - r * g r| ≤ K * r ^ 2 / (n + 2) := by
  have hn1 : (0 : ℝ) < n + 1 := by positivity
  have hn2 : (0 : ℝ) < n + 2 := by positivity
  have hw : Continuous (fun s : ℝ => (s / r) ^ n) := (continuous_id.div_const r).pow n
  have hi : IntervalIntegrable (fun s => (s / r) ^ n * g s) volume 0 r := by
    apply ContinuousOn.intervalIntegrable
    rw [uIcc_of_le hr.le]
    exact hw.continuousOn.mul hg.continuousOn
  have hc : IntervalIntegrable (fun s => (s / r) ^ n * g r) volume 0 r :=
    (hw.mul continuous_const).intervalIntegrable _ _
  -- subtract the value at equal radii under the integral
  have hdiff : ∫ s in (0 : ℝ)..r, (s / r) ^ n * (g s - g r)
      = innerWave n r g - r / (n + 1) * g r := by
    simp only [mul_sub]
    rw [intervalIntegral.integral_sub hi hc, intervalIntegral.integral_mul_const,
      integral_weight n hr, innerWave]
  -- the Lipschitz condition leaves the first moment of the weight
  have hbound : ‖∫ s in (0 : ℝ)..r, (s / r) ^ n * (g s - g r)‖
      ≤ ∫ s in (0 : ℝ)..r, (K : ℝ) * ((s / r) ^ n * (r - s)) := by
    apply intervalIntegral.norm_integral_le_of_norm_le hr.le
    · refine Eventually.of_forall fun s hs => ?_
      have h1 := hg.dist_le_mul s ⟨hs.1.le, hs.2⟩ r ⟨hr.le, le_refl r⟩
      rw [Real.dist_eq, Real.dist_eq, abs_sub_comm s r,
        abs_of_nonneg (sub_nonneg.mpr hs.2)] at h1
      have h2 : 0 ≤ (s / r) ^ n := pow_nonneg (div_nonneg hs.1.le hr.le) n
      rw [Real.norm_eq_abs, abs_mul, abs_of_nonneg h2]
      calc (s / r) ^ n * |g s - g r| ≤ (s / r) ^ n * (K * (r - s)) :=
            mul_le_mul_of_nonneg_left h1 h2
        _ = K * ((s / r) ^ n * (r - s)) := by ring
    · exact (continuous_const.mul
        (hw.mul (continuous_const.sub continuous_id))).intervalIntegrable _ _
  rw [hdiff, intervalIntegral.integral_const_mul, integral_weight_mul_distance n hr,
    Real.norm_eq_abs] at hbound
  have hfac : (n + 1) * innerWave n r g - r * g r
      = (n + 1) * (innerWave n r g - r / (n + 1) * g r) := by
    field_simp
  rw [hfac, abs_mul, abs_of_pos hn1]
  calc ((n : ℝ) + 1) * |innerWave n r g - r / (n + 1) * g r|
      ≤ (n + 1) * (K * (r ^ 2 / ((n + 1) * (n + 2)))) :=
        mul_le_mul_of_nonneg_left hbound hn1.le
    _ = K * r ^ 2 / (n + 2) := by field_simp

/-- For `r > 0` the linear function `g(s) = K s` is Lipschitz with constant `K` on `[0,r]` and
its error equals `K r^2/(n+2)` for every `n`. -/
theorem error_linear (n : ℕ) {r : ℝ} (hr : 0 < r) (K : NNReal) :
    LipschitzOnWith K (fun s : ℝ => (K : ℝ) * s) (Icc 0 r) ∧
    |(n + 1) * innerWave n r (fun s => K * s) - r * (K * r)| = K * r ^ 2 / (n + 2) := by
  constructor
  · apply LipschitzOnWith.of_dist_le_mul
    intro x _ y _
    rw [Real.dist_eq, Real.dist_eq, ← mul_sub, abs_mul, abs_of_nonneg K.coe_nonneg]
  · have hn2 : (n : ℝ) + 2 ≠ 0 := by positivity
    have h : ∀ s : ℝ, (s / r) ^ n * (K * s) = K * r * (s / r) ^ (n + 1) := by
      intro s
      have hs : r * (s / r) = s := by field_simp
      rw [pow_succ]
      linear_combination -(K : ℝ) * (s / r) ^ n * hs
    have hv : innerWave n r (fun s => K * s) = K * r * (r / (n + 2)) := by
      simp only [innerWave, h]
      rw [intervalIntegral.integral_const_mul, integral_weight (n + 1) hr]
      push_cast
      ring
    have he : (n + 1) * innerWave n r (fun s => K * s) - r * (K * r)
        = -(K * r ^ 2 / (n + 2)) := by
      rw [hv]
      field_simp
      ring
    rw [he, abs_neg, abs_of_nonneg (by positivity)]

/-- For `r > 0` and `g` Lipschitz on `[0,r]`, `n+1` times the weighted integral tends to
`r g(r)` as `n` grows. -/
theorem tendsto_innerWave {r : ℝ} (hr : 0 < r) {K : NNReal} {g : ℝ → ℝ}
    (hg : LipschitzOnWith K g (Icc 0 r)) :
    Tendsto (fun n : ℕ => ((n : ℝ) + 1) * innerWave n r g) atTop (nhds (r * g r)) := by
  rw [tendsto_iff_norm_sub_tendsto_zero]
  refine squeeze_zero (fun n => norm_nonneg _) (fun n => abs_innerWave_sub_le n hr hg) ?_
  exact tendsto_const_nhds.div_atTop
    (tendsto_atTop_add_const_right _ _ tendsto_natCast_atTop_atTop)

/-- The substitution `s = r t` turns the weighted integral into `r` times an integral over
`[0,1]` with weight `t^n`; at `r = 0` both sides vanish. -/
theorem innerWave_scaled (n : ℕ) (r : ℝ) (g : ℝ → ℝ) :
    innerWave n r g = r * ∫ t in (0 : ℝ)..1, t ^ n * g (r * t) := by
  rcases eq_or_ne r 0 with rfl | hr
  · simp [innerWave]
  · have h := intervalIntegral.mul_integral_comp_mul_left (a := 0) (b := 1)
      (f := fun s => (s / r) ^ n * g s) r
    simp only [mul_div_cancel_left₀ _ hr, mul_zero, mul_one] at h
    exact h.symm

/-- Let `R ≥ 0`, and let `F(r,s)` be continuous and, for each `r` in `[0,R]`, Lipschitz in `s` on
`[0,r]` with constant `K`. Then `n+1` times its weighted integral over `0 ≤ s ≤ r ≤ R` differs from
the integral of `r F(r,r)` over `[0,R]` by at most `K R^3/(3(n+2))`. -/
theorem abs_pair_integral_sub_le (n : ℕ) {R : ℝ} (hR : 0 ≤ R) {K : NNReal} {F : ℝ → ℝ → ℝ}
    (hF : Continuous (Function.uncurry F))
    (hL : ∀ r ∈ Icc 0 R, LipschitzOnWith K (F r) (Icc 0 r)) :
    |(n + 1) * (∫ r in (0 : ℝ)..R, innerWave n r (F r)) - ∫ r in (0 : ℝ)..R, r * F r r|
      ≤ K * R ^ 3 / (3 * (n + 2)) := by
  -- after scaling, the inner integral is continuous in the outer radius
  have hcw : Continuous (fun r => innerWave n r (F r)) := by
    simp only [innerWave_scaled]
    refine continuous_id.mul
      (intervalIntegral.continuous_parametric_intervalIntegral_of_continuous' ?_ 0 1)
    exact (continuous_snd.pow n).mul
      (hF.comp (continuous_fst.prodMk (continuous_fst.mul continuous_snd)))
  have hcd : Continuous (fun r => r * F r r) :=
    continuous_id.mul (hF.comp (continuous_id.prodMk continuous_id))
  have hcn : Continuous (fun r => ((n : ℝ) + 1) * innerWave n r (F r)) :=
    continuous_const.mul hcw
  rw [← intervalIntegral.integral_const_mul, ← intervalIntegral.integral_sub
    (hcn.intervalIntegrable _ _) (hcd.intervalIntegrable _ _)]
  -- integrate the bound for a single outer radius
  have hb : ‖∫ r in (0 : ℝ)..R, (((n : ℝ) + 1) * innerWave n r (F r) - r * F r r)‖
      ≤ ∫ r in (0 : ℝ)..R, (K : ℝ) / (n + 2) * r ^ 2 := by
    apply intervalIntegral.norm_integral_le_of_norm_le hR
    · refine Eventually.of_forall fun r hr => ?_
      have h := abs_innerWave_sub_le n hr.1 (hL r ⟨hr.1.le, hr.2⟩)
      rw [Real.norm_eq_abs]
      exact h.trans_eq (by ring)
    · exact (continuous_const.mul (continuous_id.pow 2)).intervalIntegrable _ _
  have hv : ∫ r in (0 : ℝ)..R, (K : ℝ) / (n + 2) * r ^ 2 = K * R ^ 3 / (3 * (n + 2)) := by
    have h3 : (R ^ (2 + 1) - 0 ^ (2 + 1)) / (((2 : ℕ) : ℝ) + 1) = R ^ 3 / 3 := by norm_num
    rw [intervalIntegral.integral_const_mul, integral_pow, h3, div_mul_div_comm,
      mul_comm ((n : ℝ) + 2) 3]
  rw [hv, Real.norm_eq_abs] at hb
  exact hb

end

end PartialWaveCoalescence
```

```lean
#print axioms PartialWaveCoalescence.abs_innerWave_sub_le
#print axioms PartialWaveCoalescence.error_linear
#print axioms PartialWaveCoalescence.tendsto_innerWave
#print axioms PartialWaveCoalescence.abs_pair_integral_sub_le
```

```
'PartialWaveCoalescence.abs_innerWave_sub_le' depends on axioms: [propext, Classical.choice, Quot.sound]
'PartialWaveCoalescence.error_linear' depends on axioms: [propext, Classical.choice, Quot.sound]
'PartialWaveCoalescence.tendsto_innerWave' depends on axioms: [propext, Classical.choice, Quot.sound]
'PartialWaveCoalescence.abs_pair_integral_sub_le' depends on axioms: [propext, Classical.choice, Quot.sound]
```

## From the derivation to the proof

`integral_weight` takes the constant $r^n$ out of the integral and applies Mathlib's formula for the integral of a power. In `integral_weight_mul_distance`, the identity `h` writes the distance factor as the difference of two neighbouring weights. The first lemma is then used twice, at `n` and at `n + 1`.

The main proof, `abs_innerWave_sub_le`, follows the derivation in three steps:

1. `hdiff` evaluates the integral with $g(r)$ subtracted. It needs both parts to be integrable, which follows from continuity; for $g$, continuity on $[0,r]$ comes from the Lipschitz condition.
2. `hbound` compares the integrands point by point. The Lipschitz condition is applied to the points $s$ and $r$, and the non-negative weight preserves the inequality. The distance lemma then evaluates the integral on the right.
3. `hfac` takes out the factor $n+1$, and the final `calc` block multiplies the bound by it.

`error_linear` first checks the Lipschitz condition for $Ks$. It then turns $s(s/r)^n$ into $r(s/r)^{n+1}$, so that `integral_weight` at `n + 1` gives the integral. The signed error is minus the bound, so its absolute value is the bound. `tendsto_innerWave` squeezes the error between zero and $Kr^2/(n+2)$.

For the pair function, `innerWave_scaled` carries out the substitution $s=rt$. In `abs_pair_integral_sub_le`, this form lets a Mathlib theorem on integrals with a parameter prove `hcw`, the continuity of the inner integral in $r$. The two outer integrals can then be combined into one. `hb` bounds the combined integrand by applying the main theorem at each radius, and `hv` computes the remaining integral of $r^2$.
